# The Blume-Emery-Griffiths pair expression $Jst+Ks^2t^2+d(s^2+t^2)+c$ is the Potts term $P\,\delta(s,t)$ exactly when $J=P/2$, $K=3P/2$, $d=-P$, $c=P$

Take two spin-1 sites joined by one bond, with values $s,t\in\{-1,0,1\}$ and energy $-\tfrac{P}{2}st-\tfrac{3P}{2}s^2t^2+P(s^2+t^2)$, where $P$ is a real constant. The pairs $(0,0)$, $(0,1)$, $(1,1)$ and $(1,-1)$ have energies $0$, $P$, $0$ and $P$, so the bond registers only whether the two states are equal, as a three-state Potts interaction does.

```lean
import Mathlib

open Finset

namespace BlumeEmeryGriffithsPotts

/-- The three states of a spin-1 site. -/
inductive Spin where
  | down
  | zero
  | up
  deriving DecidableEq

/-- The finite set of spin states consists of the three states listed. -/
instance : Fintype Spin where
  elems := {Spin.down, Spin.zero, Spin.up}
  complete := fun s => by cases s <;> decide

noncomputable section

/-- The spin projection: -1, 0 or 1. -/
def Spin.val : Spin → ℝ
  | .down => -1
  | .zero => 0
  | .up => 1

/-- The Blume-Emery-Griffiths pair expression with bilinear coupling `J`, biquadratic
coupling `K`, single-spin coefficient `d` and constant `c`. -/
def begPair (J K d c : ℝ) (s t : Spin) : ℝ :=
  J * (s.val * t.val) + K * (s.val ^ 2 * t.val ^ 2) + d * (s.val ^ 2 + t.val ^ 2) + c

/-- The three-state Potts pair expression: `P` for equal states and zero otherwise. -/
def pottsPair (P : ℝ) (s t : Spin) : ℝ := if s = t then P else 0

/-- The Blume-Emery-Griffiths pair expression equals the Potts expression of strength `P`
for all pairs of spin states exactly when `J = P/2`, `K = 3P/2`, `d = -P` and `c = P`. -/
theorem begPair_eq_pottsPair_iff (J K d c P : ℝ) :
    (∀ s t, begPair J K d c s t = pottsPair P s t) ↔
      J = P / 2 ∧ K = 3 * P / 2 ∧ d = -P ∧ c = P := by
  constructor
  · intro h
    -- four spin pairs determine the four parameters
    have h1 := h .zero .zero
    have h2 := h .zero .up
    have h3 := h .up .up
    have h4 := h .up .down
    simp only [begPair, pottsPair, Spin.val, reduceCtorEq, ↓reduceIte] at h1 h2 h3 h4
    refine ⟨?_, ?_, ?_, ?_⟩ <;> linarith
  · rintro ⟨rfl, rfl, rfl, hc⟩ s t
    rw [hc]
    cases s <;> cases t <;>
      simp only [begPair, pottsPair, Spin.val, reduceCtorEq, ↓reduceIte] <;> ring

/-- The Blume-Emery-Griffiths pair expression is unchanged by every simultaneous permutation
of the three spin states exactly when `K = 3J` and `d = -2J`. -/
theorem begPair_permutation_invariant_iff (J K d c : ℝ) :
    (∀ (π : Equiv.Perm Spin) (s t : Spin),
      begPair J K d c (π s) (π t) = begPair J K d c s t) ↔ K = 3 * J ∧ d = -2 * J := by
  constructor
  · intro h
    -- exchanging the states 0 and 1 already forces both relations
    have e : Equiv.swap Spin.zero Spin.up Spin.down = Spin.down := by decide
    have h1 := h (Equiv.swap .zero .up) .zero .zero
    have h2 := h (Equiv.swap .zero .up) .zero .down
    rw [Equiv.swap_apply_left] at h1 h2
    rw [e] at h2
    simp only [begPair, Spin.val] at h1 h2
    constructor <;> linarith
  · rintro ⟨rfl, rfl⟩ π s t
    -- the expression is a Potts term of strength 2J plus a constant
    have key : ∀ a b, begPair J (3 * J) (-2 * J) c a b
        = pottsPair (2 * J) a b + (c - 2 * J) := by
      intro a b
      cases a <;> cases b <;>
        simp only [begPair, pottsPair, Spin.val, reduceCtorEq, ↓reduceIte] <;> ring
    rw [key, key]
    simp only [pottsPair, π.injective.eq_iff]

variable {V : Type*} [Fintype V] [DecidableEq V]

/-- The coordination number of site `i`: the number of bond ends at `i`. -/
def coordination (E : Finset (V × V)) (i : V) : ℕ :=
  (E.filter (fun b => b.1 = i)).card + (E.filter (fun b => b.2 = i)).card

/-- The Blume-Emery-Griffiths Hamiltonian on the bonds `E`, with crystal field `D`. -/
def begHamiltonian (E : Finset (V × V)) (J K D : ℝ) (σ : V → Spin) : ℝ :=
  -(J * ∑ b ∈ E, (σ b.1).val * (σ b.2).val)
    - K * ∑ b ∈ E, (σ b.1).val ^ 2 * (σ b.2).val ^ 2 + D * ∑ i, (σ i).val ^ 2

/-- The three-state Potts Hamiltonian on the bonds `E`. -/
def pottsHamiltonian (E : Finset (V × V)) (P : ℝ) (σ : V → Spin) : ℝ :=
  -∑ b ∈ E, pottsPair P (σ b.1) (σ b.2)

/-- The canonical partition function at inverse temperature `β`. -/
def partitionFunction (β : ℝ) (H : (V → Spin) → ℝ) : ℝ :=
  ∑ σ, Real.exp (-β * H σ)

/-- Summing a site quantity over both ends of all bonds weights each site by its
coordination number. -/
theorem sum_bond_ends (E : Finset (V × V)) (g : V → ℝ) :
    ∑ b ∈ E, g b.1 + ∑ b ∈ E, g b.2 = ∑ i, (coordination E i : ℝ) * g i := by
  -- group the bonds by the site at one chosen end
  have h : ∀ f : V × V → V, ∑ b ∈ E, g (f b)
      = ∑ i, ((E.filter (fun b => f b = i)).card : ℝ) * g i := by
    intro f
    rw [← Finset.sum_fiberwise E f (fun b => g (f b))]
    refine Finset.sum_congr rfl fun i _ => ?_
    calc ∑ b ∈ E.filter (fun b => f b = i), g (f b)
        = ∑ b ∈ E.filter (fun b => f b = i), g i :=
          Finset.sum_congr rfl fun b hb => by rw [(Finset.mem_filter.mp hb).2]
      _ = _ := by rw [Finset.sum_const, nsmul_eq_mul]
  rw [h Prod.fst, h Prod.snd, ← Finset.sum_add_distrib]
  refine Finset.sum_congr rfl fun i _ => ?_
  simp only [coordination, Nat.cast_add]
  ring

/-- On a lattice of uniform coordination `z`, the Blume-Emery-Griffiths Hamiltonian with
`J = P/2`, `K = 3P/2` and `D = zP` is the Potts Hamiltonian plus `P` per bond. -/
theorem begHamiltonian_potts_point (E : Finset (V × V)) (z : ℕ)
    (hz : ∀ i, coordination E i = z) (P : ℝ) (σ : V → Spin) :
    begHamiltonian E (P / 2) (3 * P / 2) (z * P) σ
      = pottsHamiltonian E P σ + P * E.card := by
  have hpair := (begPair_eq_pottsPair_iff (P / 2) (3 * P / 2) (-P) P P).mpr
    ⟨rfl, rfl, rfl, rfl⟩
  -- sum the pair identity over the bonds
  have hp : ∑ b ∈ E, begPair (P / 2) (3 * P / 2) (-P) P (σ b.1) (σ b.2)
      = ∑ b ∈ E, pottsPair P (σ b.1) (σ b.2) :=
    Finset.sum_congr rfl fun b _ => hpair _ _
  simp only [begPair, Finset.sum_add_distrib, ← Finset.mul_sum, Finset.sum_const,
    nsmul_eq_mul] at hp
  -- the single-spin terms add up to a uniform crystal field
  have hh := sum_bond_ends E (fun i => (σ i).val ^ 2)
  simp only [hz, ← Finset.mul_sum] at hh
  unfold begHamiltonian pottsHamiltonian
  linear_combination -hp - P * hh

/-- On a lattice of uniform coordination `z`, the Blume-Emery-Griffiths partition function
with `J = P/2`, `K = 3P/2`, `D = zP` is the Potts one times `exp (-β P |E|)`. -/
theorem partitionFunction_potts_point (E : Finset (V × V)) (z : ℕ)
    (hz : ∀ i, coordination E i = z) (P β : ℝ) :
    partitionFunction β (begHamiltonian E (P / 2) (3 * P / 2) (z * P))
      = Real.exp (-β * (P * E.card)) * partitionFunction β (pottsHamiltonian E P) := by
  unfold partitionFunction
  rw [Finset.mul_sum]
  refine Finset.sum_congr rfl fun σ _ => ?_
  rw [begHamiltonian_potts_point E z hz, ← Real.exp_add]
  congr 1
  ring

/-- The triangle of three sites and three bonds has uniform coordination number 2. -/
theorem coordination_triangle_witness :
    ∀ i : Fin 3, coordination {((0 : Fin 3), (1 : Fin 3)), (1, 2), (2, 0)} i = 2 := by
  decide

end

end BlumeEmeryGriffithsPotts
```

```lean
#print axioms BlumeEmeryGriffithsPotts.begPair_eq_pottsPair_iff
-- 'BlumeEmeryGriffithsPotts.begPair_eq_pottsPair_iff' depends on axioms: [propext, Classical.choice, Quot.sound]
#print axioms BlumeEmeryGriffithsPotts.begPair_permutation_invariant_iff
-- 'BlumeEmeryGriffithsPotts.begPair_permutation_invariant_iff' depends on axioms: [propext, Classical.choice, Quot.sound]
#print axioms BlumeEmeryGriffithsPotts.partitionFunction_potts_point
-- 'BlumeEmeryGriffithsPotts.partitionFunction_potts_point' depends on axioms: [propext, Classical.choice, Quot.sound]
```

## From one bond to a lattice

The theorem `begPair_eq_pottsPair_iff` concerns a single pair of spins. It fixes real numbers $J,K,d,c,P$ and compares two functions of the pair,

$$
Jst+Ks^2t^2+d(s^2+t^2)+c
\qquad\text{and}\qquad
P\,\delta(s,t),
$$

where $\delta(s,t)$ is $1$ for equal states and $0$ otherwise. The functions agree on all nine pairs if and only if $J=P/2$, $K=3P/2$, $d=-P$ and $c=P$. The sign of $P$ is free, and for $P=0$ all four parameters vanish.

The theorem `begPair_permutation_invariant_iff` characterises the same couplings by symmetry. The pair expression is unchanged when both spins are relabelled by the same permutation of the three states, for every such permutation, exactly when $K=3J$ and $d=-2J$. The constant $c$ is then arbitrary, since a constant has every symmetry.

Two further theorems concern a finite lattice in which every site has the same number $z$ of bond ends. There, `begHamiltonian_potts_point` says that the Blume-Emery-Griffiths energy with $J=P/2$, $K=3P/2$ and crystal field $D=zP$ equals the Potts energy plus $P$ times the number of bonds, for every spin configuration. As a consequence, `partitionFunction_potts_point` relates the two partition functions by an explicit factor. These two theorems run in one direction only: they start from the stated parameters and don't show that other parameters fail on a given lattice.

## Spins, bonds and the crystal field

The type `Spin` has three elements, `down`, `zero` and `up`, and `Spin.val` gives them the real values $-1$, $0$ and $1$. Keeping the label apart from its value suits the problem: the Potts model uses only the equality of labels, whereas the Blume-Emery-Griffiths model uses the numbers. These are classical spins. They can be read as the eigenvalues of $S^z$, in units of $\hbar$, for spin 1 in a Hamiltonian that contains no other spin component.

In `begPair`, $J$ multiplies the bilinear term and $K$ the biquadratic one. The coefficient $d$ belongs to the square of each spin, and $c$ is a constant per bond. The expression `pottsPair` has value $P$ for equal states. Both enter the energy with a minus sign, so $P>0$ favours equal neighbours.

A lattice consists of a finite type `V` of sites and a finite set `E` of ordered pairs of sites, the bonds. Each physical bond is meant to be listed once, in either orientation. The definitions don't enforce this: if both $(i,j)$ and $(j,i)$ are in `E`, they count as two bonds, and a pair $(i,i)$ contributes two bond ends to site $i$. The identities remain true with that counting. Writing $z_i$ for `coordination E i`, the number of bond ends at site $i$, the hypothesis `hz` says that $z_i=z$ for all $i$. Periodic lattices usually satisfy it, while open boundaries usually violate it.

With $s_i$ for the value of the spin at site $i$, the two Hamiltonians are

$$
H_{\mathrm{BEG}}=-J\sum_{(i,j)\in E}s_is_j-K\sum_{(i,j)\in E}s_i^2s_j^2+D\sum_i s_i^2,
\qquad
H_{\mathrm{Potts}}=-P\sum_{(i,j)\in E}\delta(s_i,s_j).
$$

The crystal field $D$ is the energy cost of a magnetic state $\pm1$ relative to the nonmagnetic state $0$. It is counted once per site, whereas $d$ is counted once per bond end and has the opposite sign convention. On a lattice of uniform coordination the two are related by $D=-zd$, which turns $d=-P$ into $D=zP$.

The Hamiltonian contains no magnetic field and no term such as $st(s+t)$ that is odd under reversal of all spins. The results concern finite lattices and identify one model with another; they give no critical temperature and no phase diagram.

## Four pairs fix four parameters

Suppose that the pair expression equals $P\,\delta(s,t)$ everywhere. Four pairs give four linear equations:

$$
\begin{aligned}
(0,0):&\quad c=P,\\
(0,1):&\quad d+c=0,\\
(1,1):&\quad J+K+2d+c=P,\\
(1,-1):&\quad -J+K+2d+c=0.
\end{aligned}
$$

The first two give $c=P$ and $d=-P$. The last two then become $J+K=2P$ and $K-J=P$, and adding and subtracting them gives $K=3P/2$ and $J=P/2$.

For the converse, both functions are unchanged when the two spins are exchanged and when both signs are reversed. These operations carry the four pairs above into all nine, so the four equations are also sufficient. The result is the polynomial identity

$$
\delta(s,t)=1-s^2-t^2+\tfrac12 st+\tfrac32 s^2t^2
\qquad (s,t\in\{-1,0,1\}).
$$

The Lean proof uses the same four pairs as `h1` to `h4`. After `simp only` has inserted the spin values and decided which states are equal, `linarith` solves the linear system. In the converse it doesn't use the symmetries but splits into all nine cases, each closed by `ring`.

## One exchange of states forces the symmetry

The pair expression already treats $1$ and $-1$ alike, so the test uses a permutation that moves $0$, namely the exchange of $0$ and $1$. It sends $(0,0)$ to $(1,1)$ and $(0,-1)$ to $(1,-1)$. Invariance therefore requires

$$
J+K+2d+c=c,
\qquad
-J+K+2d+c=d+c.
$$

The second equation gives $d=J-K$. Inserted into the first, this yields $3J-K=0$, hence $K=3J$ and $d=-2J$.

Conversely, assume these two relations and set $P=2J$. Then $J=P/2$, $K=3P/2$ and $d=-P$, so that only the constant can differ from its Potts value:

$$
Jst+3Js^2t^2-2J(s^2+t^2)+c=2J\,\delta(s,t)+(c-2J).
$$

A permutation $\pi$ maps equal states to equal states and different states to different states, so $\delta(\pi(s),\pi(t))=\delta(s,t)$, and the whole expression is invariant.

In the file, `Equiv.swap .zero .up` is the exchange, and the displayed decomposition is the local statement `key`. The last step uses `π.injective.eq_iff`, which says that $\pi(s)=\pi(t)$ holds exactly when $s=t$.

## Collecting bond ends at the sites

The single-spin terms of the pair expression have to be rearranged before they can be compared with a crystal field. For any real function $g$ on the sites,

$$
\sum_{(i,j)\in E}\bigl(g(i)+g(j)\bigr)=\sum_i z_i\,g(i),
$$

because $g(i)$ appears on the left once for each bond end at $i$. This is `sum_bond_ends`. Its proof first treats one chosen end of every bond: `Finset.sum_fiberwise` groups the bonds by the site at that end, and within a group the summand is constant. Applying this to the first ends and to the second ends and adding the two results gives the formula.

Now sum the pair identity over all bonds, with $|E|$ for their number:

$$
\frac P2\sum_{(i,j)\in E}s_is_j+\frac{3P}{2}\sum_{(i,j)\in E}s_i^2s_j^2
-P\sum_{(i,j)\in E}(s_i^2+s_j^2)+P|E|
=P\sum_{(i,j)\in E}\delta(s_i,s_j).
$$

With $g(i)=s_i^2$ and $z_i=z$, the third sum equals $z\sum_i s_i^2$. Changing the overall sign and moving the constant to the right gives

$$
-\frac P2\sum_{(i,j)\in E}s_is_j-\frac{3P}{2}\sum_{(i,j)\in E}s_i^2s_j^2+zP\sum_i s_i^2
=-P\sum_{(i,j)\in E}\delta(s_i,s_j)+P|E|,
$$

which is $H_{\mathrm{BEG}}=H_{\mathrm{Potts}}+P|E|$. In the proof of `begHamiltonian_potts_point`, `hp` is the summed pair identity and `hh` is the regrouping of bond ends. The final `linear_combination` subtracts the first and $P$ times the second, as in the derivation above.

The partition function at inverse temperature $\beta$ is the sum of $e^{-\beta H}$ over all configurations. The energy shift $P|E|$ is the same for each of them, so

$$
Z_{\mathrm{BEG}}
=\sum_\sigma e^{-\beta(H_{\mathrm{Potts}}(\sigma)+P|E|)}
=e^{-\beta P|E|}\,Z_{\mathrm{Potts}},
$$

where $\sigma$ runs over the assignments of a spin state to every site. Lean compares the sums term by term and uses `Real.exp_add` from right to left, which merges the two exponentials on the right-hand side into one.

The last theorem, `coordination_triangle_witness`, exhibits a lattice with $z=2$: three sites joined by the bonds $(0,1)$, $(1,2)$ and $(2,0)$. For this lattice the crystal field $D=zP$ is $2P$.

For simulation practice, the energy identity offers a check on a program for the classical Blume-Emery-Griffiths model on a finite lattice of uniform coordination: for $J=P/2$, $K=3P/2$ and $D=zP$, its energies must equal those of a three-state Potts program plus $P|E|$, configuration by configuration and up to rounding, if both programs use the same bonds, the same $P$ and the sign conventions above.

## An open chain of three sites needs a different field at its ends

Without uniform coordination, a single crystal field can fail. Remove the bond $(2,0)$ from the triangle. The remaining open chain has two bonds and coordination numbers $1,2,1$. Keep $J=P/2$ and $K=3P/2$ with $P\neq0$, and look for a uniform $D$ that makes $H_{\mathrm{BEG}}-H_{\mathrm{Potts}}$ constant.

- For the spin values $(0,0,0)$ the energies are $H_{\mathrm{BEG}}=0$ and $H_{\mathrm{Potts}}=-2P$, so the constant must be $2P$.
- For $(1,0,0)$ they are $D$ and $-P$, which requires $D=P$.
- For $(1,1,1)$ they are $-4P+3D$ and $-2P$, which requires $D=4P/3$.

The last two requirements contradict each other.

The derivation itself indicates the repair. The regrouping of bond ends holds for arbitrary coordination numbers, so the same argument, though not stated as a theorem in the file, gives

$$
-\frac P2\sum_{(i,j)\in E}s_is_j-\frac{3P}{2}\sum_{(i,j)\in E}s_i^2s_j^2+P\sum_i z_i s_i^2
=H_{\mathrm{Potts}}+P|E|
$$

on every finite lattice. The crystal field is now $D_i=z_iP$ and follows the local coordination. On the open chain it is $P$ at the two ends and $2P$ in the middle.
